# Superadditivity of the determinant for positive semidefinite matrices of size at least one

For positive semidefinite complex matrices $A$ and $B$ of equal size $n\ge 1$,

$$\det A+\det B\;\le\;\det(A+B).$$

Since $\det B\ge 0$, adding $B$ never lowers the determinant of $A$. If $A$ is positive definite and $n\ge 2$, equality holds only for $B=0$.

## Stiffness and added restraints

Consider a molecule near a minimum of its potential energy. To second order in the displacements $x$, the energy above the minimum is $\tfrac12 x^{\mathsf T}Ax$, where $A$ is the stiffness matrix (the Hessian). With unit masses, $\det A$ is the product of the squared normal-mode frequencies. A harmonic restraint centred on the same minimum adds a second stiffness matrix $B$, which is positive semidefinite because the restraint energy is never negative.

How does the product of squared frequencies respond? In this finite harmonic model it cannot fall, and it rises by at least $\det B$. If $A$ is positive definite, the determinants of $A$ and $A+B$ also fix the classical free energy of switching on the restraint at temperature $T$, as a worked example below shows. For a free molecule in Cartesian coordinates $\det A=0$, because translations cost no energy, and that free-energy formula does not apply.

The step from the theorem to a real molecule is the harmonic approximation itself: the hypotheses concern two given matrices, not the potential from which they were derived.

## The statement in Lean's terms

The matrices have type `Matrix n n ℂ`. Here `n` is a finite type of indices, not a number; the size $n$ of the formulas is its number of elements. `Nonempty n` says that the size is at least one, and `Nontrivial n` that it is at least two.

`PosSemidef` means that the matrix is Hermitian and that $x^\dagger Ax\ge 0$ for every complex vector $x$. `PosDef` demands strict positivity for $x\ne 0$. A real symmetric stiffness matrix without negative eigenvalues is included. Lean writes `ᴴ` for the adjoint $\dagger$, and `1` for the identity matrix where a matrix is expected.

The determinants are complex numbers, compared in the order on ℂ in which $z\le w$ means $\operatorname{Re}z\le\operatorname{Re}w$ and $\operatorname{Im}z=\operatorname{Im}w$. For the determinants here, which are real, this is the usual order.

There are four final results:

- `det_add_det_le` is the superadditivity, for size at least one.
- `det_le_det_add` is the monotonicity $\det A\le\det(A+B)$. It needs no condition on the size, because the determinant of an empty matrix is $1$ and the claim then reads $1\le 1$.
- `det_add_eq_iff` says that for `A` positive definite, `B` positive semidefinite and size at least two, equality holds exactly when `B = 0`.
- `det_lowered_example` gives a two-by-two case in which a positive semidefinite addition lowers the determinant of a matrix that is not positive semidefinite.

The results concern finite matrices only, so determinants of operators on infinite-dimensional spaces need a separate treatment.

## An inequality for products

Let $d_1,\dots,d_m\ge 0$ with $m\ge 1$. Then

$$1+\prod_i d_i\le\prod_i(1+d_i).$$

For $m=1$ both sides are equal. Suppose the inequality holds for some $m$ numbers, and write $p=\prod_i d_i$. A further number $a\ge 0$ gives

$$(1+a)\prod_i(1+d_i)\ge(1+a)(1+p)=1+a+p+ap\ge 1+ap,$$

which is the claim for $m+1$ numbers.

If $m\ge 2$ and some $d_j>0$, the inequality is strict. Let $q\ge 0$ be the product of the other numbers. Applying the inequality to those others yields

$$\prod_i(1+d_i)\ge(1+d_j)(1+q)=1+d_jq+d_j+q>1+d_jq.$$

## Measuring the perturbation relative to A

Suppose first that $\det A\ne 0$. Diagonalise $A=UDU^\dagger$ with $U$ unitary and $D$ diagonal with nonnegative entries, and set $C=D^{1/2}U^\dagger$. Then $A=C^\dagger C$, and $C$ is invertible because $\det A=\det C^\dagger\det C\ne 0$. Define

$$M=(C^{-1})^\dagger B\,C^{-1}.$$

This matrix is positive semidefinite, since $x^\dagger Mx=(C^{-1}x)^\dagger B(C^{-1}x)\ge 0$. Moreover $B=C^\dagger MC$ and $A+B=C^\dagger(1+M)C$. Taking determinants,

$$\det B=\det A\,\det M,\qquad \det(A+B)=\det A\,\det(1+M).$$

Let $d_1,\dots,d_n\ge 0$ now be the eigenvalues of $M$. Then $\det M=\prod_i d_i$. The matrix $1+M$ has the same eigenvectors and the eigenvalues $1+d_i$, so $\det(1+M)=\prod_i(1+d_i)$. With the product inequality and $\det A\ge 0$,

$$\det A+\det B=\det A\Bigl(1+\prod_i d_i\Bigr)\le\det A\prod_i(1+d_i)=\det(A+B).$$

If $\det A=0$ but $\det B\ne 0$, exchange the two matrices. If both determinants vanish, the left side is zero, and the right side is nonnegative because $A+B$ is positive semidefinite.

For the equality case, let $A$ be positive definite and $n\ge 2$. If $B\ne 0$, then $M\ne 0$, so some $d_j>0$. The strict product inequality, multiplied by $\det A>0$, excludes equality. Conversely, $B=0$ gives equality because $\det 0=0$.

## Two coupled coordinates with a restraint

Take, in units of some spring constant,

$$A=\begin{pmatrix}2&-1\\-1&2\end{pmatrix},\qquad \det A=3.$$

Restrain the first coordinate with stiffness $\kappa\ge 0$, so that $B=\operatorname{diag}(\kappa,0)$. Then $\det B=0$ and $\det(A+B)=2(2+\kappa)-1=3+2\kappa$. The eigenvalues of $M$ are $0$ and $\kappa(A^{-1})_{11}=2\kappa/3$, which gives the same result as $3(1+2\kappa/3)$.

The classical configurational integral of a positive definite harmonic model is proportional to $(\det A)^{-1/2}$, by ordinary Gaussian integration. With $k_{\mathrm B}$ the Boltzmann constant, the restraint therefore costs the free energy

$$\Delta F=\frac{k_{\mathrm B}T}{2}\ln\frac{\det(A+B)}{\det A}=\frac{k_{\mathrm B}T}{2}\ln\Bigl(1+\frac{2\kappa}{3}\Bigr)\ge 0.$$

Restraining both coordinates, $B=\kappa\,1$, gives $\det(A+B)=3+4\kappa+\kappa^2$, while $\det A+\det B=3+\kappa^2$. The excess $4\kappa$ vanishes only without a restraint.

## Where positivity and size matter

For $A=-1$ and $B=1$ in dimension two, $\det A=1$ but $\det(A+B)=0$. It is therefore not enough for $A$ to be Hermitian and invertible. Physically, this $A$ describes a maximum: two negative curvatures multiply to a positive determinant, and the added stiffness cancels both.

The equality case has its own limits. In dimension one, $\det(A+B)=\det A+\det B$ for every $B$. In dimension two, $A=B=\operatorname{diag}(1,0)$ gives $0=0+0$ with $B\ne 0$, so positive semidefiniteness of $A$ does not suffice there.

## The complete Lean source

```lean
import Mathlib

open Matrix
open scoped ComplexOrder

namespace DeterminantSuperadditivity

variable {n : Type*} [Fintype n] [DecidableEq n]

/-- For nonnegative numbers over a nonempty finite index set, the product of the `1 + f i`
is at least one plus the product of the `f i`. -/
theorem one_add_prod_le {ι : Type*} {s : Finset ι} (hs : s.Nonempty) (f : ι → ℝ)
    (hf : ∀ i, 0 ≤ f i) : 1 + ∏ i ∈ s, f i ≤ ∏ i ∈ s, (1 + f i) := by
  induction hs using Finset.Nonempty.cons_induction with
  | singleton a => simp
  | cons a s ha hs ih =>
    rw [Finset.prod_cons, Finset.prod_cons]
    have hp : 0 ≤ ∏ i ∈ s, f i := Finset.prod_nonneg fun i _ => hf i
    nlinarith [mul_le_mul_of_nonneg_left ih (add_nonneg zero_le_one (hf a)), hf a]

/-- With at least two indices, all numbers nonnegative and one of them positive, the product
of the `1 + f i` is strictly larger than one plus the product of the `f i`. -/
theorem one_add_prod_lt [Nontrivial n] (f : n → ℝ) (hf : ∀ i, 0 ≤ f i) {j : n}
    (hj : 0 < f j) : 1 + ∏ i, f i < ∏ i, (1 + f i) := by
  obtain ⟨k, hk⟩ := exists_ne j
  have hs : (Finset.univ.erase j).Nonempty := ⟨k, by simp [hk]⟩
  have h := one_add_prod_le hs f hf
  have hp : 0 ≤ ∏ i ∈ Finset.univ.erase j, f i := Finset.prod_nonneg fun i _ => hf i
  rw [← Finset.mul_prod_erase Finset.univ f (Finset.mem_univ j),
    ← Finset.mul_prod_erase Finset.univ (fun i => 1 + f i) (Finset.mem_univ j)]
  nlinarith [mul_le_mul_of_nonneg_left h (add_nonneg zero_le_one (hf j))]

/-- A positive semidefinite matrix is diagonalised by a unitary matrix, with nonnegative
real numbers on the diagonal. -/
theorem exists_diagonalisation {M : Matrix n n ℂ} (hM : M.PosSemidef) :
    ∃ (U : Matrix n n ℂ) (d : n → ℝ), U * Uᴴ = 1 ∧ (∀ i, 0 ≤ d i) ∧
      M = U * diagonal (fun i => (d i : ℂ)) * Uᴴ := by
  refine ⟨(hM.isHermitian.eigenvectorUnitary : Matrix n n ℂ), hM.isHermitian.eigenvalues,
    ?_, hM.eigenvalues_nonneg, ?_⟩
  · exact Matrix.mem_unitaryGroup_iff.mp hM.isHermitian.eigenvectorUnitary.2
  · have h := hM.isHermitian.spectral_theorem
    rw [Unitary.conjStarAlgAut_apply] at h
    exact h

/-- For positive semidefinite `M` there are nonnegative numbers `d i`, not all zero unless
`M = 0`, with `det M = ∏ d i` and `det (1 + M) = ∏ (1 + d i)`. -/
theorem det_as_products {M : Matrix n n ℂ} (hM : M.PosSemidef) :
    ∃ d : n → ℝ, (∀ i, 0 ≤ d i) ∧ M.det = ((∏ i, d i : ℝ) : ℂ) ∧
      (1 + M).det = ((∏ i, (1 + d i) : ℝ) : ℂ) ∧ (M ≠ 0 → ∃ j, 0 < d j) := by
  obtain ⟨U, d, hU, hd, hMd⟩ := exists_diagonalisation hM
  -- a unitary change of basis leaves the determinant unchanged
  have key : ∀ v : n → ℂ, (U * diagonal v * Uᴴ).det = ∏ i, v i := by
    intro v
    have h1 : U.det * Uᴴ.det = 1 := by rw [← det_mul, hU, det_one]
    rw [det_mul, det_mul, det_diagonal]
    linear_combination (∏ i, v i) * h1
  refine ⟨d, hd, ?_, ?_, ?_⟩
  · rw [hMd, key, Complex.ofReal_prod]
  · have h2 : diagonal (fun i => 1 + (d i : ℂ)) = 1 + diagonal (fun i => (d i : ℂ)) := by
      rw [← diagonal_one, diagonal_add]
    have h3 : 1 + M = U * diagonal (fun i => 1 + (d i : ℂ)) * Uᴴ := by
      rw [h2, mul_add, mul_one, add_mul, hU, ← hMd]
    rw [h3, key]
    push_cast
    rfl
  · intro hne
    by_contra! h
    have h0 : (fun i => (d i : ℂ)) = fun _ => 0 := by
      funext i
      rw [le_antisymm (h i) (hd i), Complex.ofReal_zero]
    exact hne (by rw [hMd, h0, diagonal_zero, mul_zero, zero_mul])

/-- If `A` is positive semidefinite and nonsingular and `B` is positive semidefinite, there is
a positive semidefinite `M`, zero only if `B` is zero, with `det B = det A * det M` and
`det (A + B) = det A * det (1 + M)`. -/
theorem exists_relative_perturbation {A B : Matrix n n ℂ} (hA : A.PosSemidef)
    (hdet : A.det ≠ 0) (hB : B.PosSemidef) :
    ∃ M : Matrix n n ℂ, M.PosSemidef ∧ B.det = A.det * M.det ∧
      (A + B).det = A.det * (1 + M).det ∧ (M = 0 → B = 0) := by
  -- factor `A = Cᴴ * C` with the square roots of the eigenvalues
  obtain ⟨C, hC⟩ : ∃ C : Matrix n n ℂ, A = Cᴴ * C := by
    obtain ⟨U, d, -, hd, hAd⟩ := exists_diagonalisation hA
    have hS : (diagonal (fun i => ((Real.sqrt (d i) : ℝ) : ℂ)))ᴴ *
        diagonal (fun i => ((Real.sqrt (d i) : ℝ) : ℂ)) = diagonal (fun i => (d i : ℂ)) := by
      rw [diagonal_conjTranspose, diagonal_mul_diagonal]
      congr 1
      funext i
      simp only [Pi.star_apply, Complex.star_def, Complex.conj_ofReal]
      rw [← Complex.ofReal_mul, Real.mul_self_sqrt (hd i)]
    refine ⟨diagonal (fun i => ((Real.sqrt (d i) : ℝ) : ℂ)) * Uᴴ, ?_⟩
    rw [hAd, conjTranspose_mul, conjTranspose_conjTranspose, ← hS]
    simp only [Matrix.mul_assoc]
  have hCd : IsUnit C.det := by
    refine isUnit_iff_ne_zero.mpr fun h => hdet ?_
    rw [hC, det_mul, h, mul_zero]
  have h1 : C⁻¹ * C = 1 := nonsing_inv_mul C hCd
  have h2 : Cᴴ * (C⁻¹)ᴴ = 1 := by rw [← conjTranspose_mul, h1, conjTranspose_one]
  -- express the perturbation in the frame where `A` becomes the identity
  obtain ⟨M, hM, hBM⟩ : ∃ M : Matrix n n ℂ, M.PosSemidef ∧ B = Cᴴ * M * C := by
    refine ⟨(C⁻¹)ᴴ * B * C⁻¹, hB.conjTranspose_mul_mul_same C⁻¹, ?_⟩
    calc B = (Cᴴ * (C⁻¹)ᴴ) * B * (C⁻¹ * C) := by rw [h1, h2, one_mul, mul_one]
      _ = Cᴴ * ((C⁻¹)ᴴ * B * C⁻¹) * C := by simp only [Matrix.mul_assoc]
  refine ⟨M, hM, ?_, ?_, ?_⟩
  · rw [hBM, hC]
    simp only [det_mul]
    ring
  · have h3 : A + B = Cᴴ * (1 + M) * C := by
      rw [hBM, hC, mul_add, mul_one, add_mul]
    rw [h3, hC]
    simp only [det_mul]
    ring
  · intro h0
    rw [hBM, h0, mul_zero, zero_mul]

/-- For positive semidefinite complex matrices of equal size at least one, the determinant is
superadditive: `det A + det B ≤ det (A + B)`. -/
theorem det_add_det_le [Nonempty n] {A B : Matrix n n ℂ} (hA : A.PosSemidef)
    (hB : B.PosSemidef) : A.det + B.det ≤ (A + B).det := by
  have key : ∀ {P Q : Matrix n n ℂ}, P.PosSemidef → Q.PosSemidef → P.det ≠ 0 →
      P.det + Q.det ≤ (P + Q).det := by
    intro P Q hP hQ h
    obtain ⟨M, hM, h1, h2, -⟩ := exists_relative_perturbation hP h hQ
    obtain ⟨d, hd, h3, h4, -⟩ := det_as_products hM
    have h5 : 1 + M.det ≤ (1 + M).det := by
      rw [h3, h4]
      exact_mod_cast one_add_prod_le Finset.univ_nonempty d hd
    calc P.det + Q.det = P.det * (1 + M.det) := by rw [h1]; ring
      _ ≤ P.det * (1 + M).det := mul_le_mul_of_nonneg_left h5 hP.det_nonneg
      _ = (P + Q).det := h2.symm
  by_cases hA0 : A.det = 0
  · by_cases hB0 : B.det = 0
    · -- both singular: the left side vanishes
      rw [hA0, hB0, add_zero]
      exact (hA.add hB).det_nonneg
    · rw [add_comm A.det, add_comm A]
      exact key hB hA hB0
  · exact key hA hB hA0

/-- Adding a positive semidefinite perturbation never lowers the determinant of a positive
semidefinite matrix. -/
theorem det_le_det_add {A B : Matrix n n ℂ} (hA : A.PosSemidef) (hB : B.PosSemidef) :
    A.det ≤ (A + B).det := by
  cases isEmpty_or_nonempty n
  · simp [det_isEmpty]
  · exact (le_add_of_nonneg_right hB.det_nonneg).trans (det_add_det_le hA hB)

/-- In dimension at least two, with `A` positive definite and `B` positive semidefinite,
`det (A + B) = det A + det B` holds exactly when `B` is zero. -/
theorem det_add_eq_iff [Nontrivial n] {A B : Matrix n n ℂ} (hA : A.PosDef)
    (hB : B.PosSemidef) : (A + B).det = A.det + B.det ↔ B = 0 := by
  constructor
  · intro h
    have hA0 : A.det ≠ 0 := hA.det_pos.ne'
    obtain ⟨M, hM, h1, h2, h0⟩ := exists_relative_perturbation hA.posSemidef hA0 hB
    obtain ⟨d, hd, h3, h4, h5⟩ := det_as_products hM
    by_contra hne
    obtain ⟨j, hj⟩ := h5 fun hM0 => hne (h0 hM0)
    -- cancel `det A` and compare the two products
    have h6 : (1 + M).det = 1 + M.det := by
      apply mul_left_cancel₀ hA0
      rw [← h2, h, h1]
      ring
    rw [h3, h4] at h6
    have h7 : ∏ i, (1 + d i) = 1 + ∏ i, d i := by exact_mod_cast h6
    exact (one_add_prod_lt d hd hj).ne' h7
  · rintro rfl
    rw [add_zero, det_zero, add_zero]

/-- For the two-by-two matrix `-1`, adding the positive semidefinite identity matrix
strictly lowers the determinant. -/
theorem det_lowered_example :
    (1 : Matrix (Fin 2) (Fin 2) ℂ).PosSemidef ∧
      (-1 + 1 : Matrix (Fin 2) (Fin 2) ℂ).det < (-1 : Matrix (Fin 2) (Fin 2) ℂ).det := by
  refine ⟨PosSemidef.one, ?_⟩
  simp [det_fin_two]

end DeterminantSuperadditivity
```

```lean
#print axioms DeterminantSuperadditivity.det_add_det_le
#print axioms DeterminantSuperadditivity.det_le_det_add
#print axioms DeterminantSuperadditivity.det_add_eq_iff
#print axioms DeterminantSuperadditivity.det_lowered_example
```

```
'DeterminantSuperadditivity.det_add_det_le' depends on axioms: [propext, Classical.choice, Quot.sound]
'DeterminantSuperadditivity.det_le_det_add' depends on axioms: [propext, Classical.choice, Quot.sound]
'DeterminantSuperadditivity.det_add_eq_iff' depends on axioms: [propext, Classical.choice, Quot.sound]
'DeterminantSuperadditivity.det_lowered_example' depends on axioms: [propext, Classical.choice, Quot.sound]
```

## From eigenvalues to determinants in the proof

`one_add_prod_le` is the induction on nonempty index sets. In the step, `nlinarith` receives the induction hypothesis multiplied by `1 + f a`, together with the nonnegativity of `f a` and of the remaining product. `one_add_prod_lt` splits off the positive factor at `j` and applies the first lemma to the other indices; `Nontrivial n` guarantees that there is at least one.

`exists_diagonalisation` restates Mathlib's spectral theorem as a matrix product, with real nonnegative `d i`. From it, `det_as_products` obtains both determinant formulas. Its local statement `key` says that $\det(U\,\mathrm{diag}(v)\,U^\dagger)=\prod_i v_i$ for any complex entries $v_i$, since $\det U\det U^\dagger=1$. It is used once with `d i` and once with `1 + d i`. The last part of the lemma shows that a nonzero `M` has a positive `d j`: otherwise all `d i` vanish, and so does `M`.

`exists_relative_perturbation` carries out the change of frame. It builds `C` from the square roots of the eigenvalues, derives its invertibility from `hdet`, and takes `M` to be `(C⁻¹)ᴴ * B * C⁻¹`. The two determinant identities follow from multiplicativity, with `ring` rearranging the factors. The final clause, that `M = 0` forces `B = 0`, is kept for the equality case.

In `det_add_det_le`, the local `key` proves the inequality whenever the first matrix is nonsingular. The `calc` block is the displayed chain of the derivation, and `exact_mod_cast` carries the product inequality from real to complex numbers. The two `by_cases` lines then separate the three situations: `key` applied directly, `key` with the matrices exchanged, and both determinants zero.

`det_le_det_add` treats the empty matrix separately and otherwise discards the nonnegative term `B.det`. In `det_add_eq_iff`, assumed equality is divided by the nonzero `A.det`, which leaves $\prod_i(1+d_i)=1+\prod_i d_i$. If `B` were nonzero, `one_add_prod_lt` would contradict this. Finally, `det_lowered_example` leaves the comparison of the two determinants to `simp`, which is given the two-by-two formula.
